# Expanding \(r_e/r\) in the Dunham, Simons–Parr–Finlan and Ogilvie–Tipping variables: where the series converge

## Three reduced displacements

Let \(r\) be the bond length of a diatomic molecule and \(r_e\) its equilibrium value, both positive real numbers in the same unit of length. Three dimensionless measures of the displacement from equilibrium are

\[
\xi=\frac{r-r_e}{r_e},\qquad y=\frac{r-r_e}{r},\qquad z=\frac{2(r-r_e)}{r+r_e}.
\]

They are the Dunham, Simons–Parr–Finlan and Ogilvie–Tipping variables, and in Lean they are `dunhamVar re r`, `spfVar re r` and `ogilvieVar re r`. All three vanish at \(r=r_e\) and agree to first order there. They differ in how they treat a compressed or a stretched bond.

Sums start at \(n=0\), and a series cut after \(N\) terms contains \(n=0,\dots,N-1\), which is Lean's `range N`.

## The Coulomb-like and centrifugal factors

The ratio \(r_e/r\) is the distance dependence of a Coulomb term, scaled to one at equilibrium. Its square multiplies the rotational energy: the centrifugal term \(\hbar^2J(J+1)/(2\mu r^2)\), with reduced mass \(\mu\) and rotational quantum number \(J\), is its equilibrium value times \((r_e/r)^2\). Treatments of rovibrational levels that work with power series in \(\xi\) expand this factor about \(r_e\).

For these prescribed functions of \(r\), though not for a molecule's actual potential curve, the results below tell a spectroscopist at which bond lengths adding more terms can help.

The reason for the Dunham limit is visible in the function itself. In terms of \(\xi\), \(r_e/r=1/(1+\xi)\) has its pole at \(\xi=-1\), where the nuclei coincide. A power series about \(\xi=0\) reaches equally far on both sides, so the singularity at \(r=0\) also limits the expansion of the stretched bond, at \(r=2r_e\).

## What holds for each variable

For all \(r_e,r>0\):

1. The series \(\sum_n(-\xi)^n\) is summable exactly when \(r<2r_e\), and its sum is then \(r_e/r\).
2. After \(N\) terms its error is exactly \((-\xi)^N r_e/r\). For \(r\ge 2r_e\) the absolute error is therefore at least \(r_e/r\) for every \(N\).
3. The series \(\sum_n(n+1)(-\xi)^n\) is summable exactly when \(r<2r_e\), and its sum is then \((r_e/r)^2\).
4. In the Simons–Parr–Finlan variable \(r_e/r=1-y\), with no series needed. The inverse ratio \(r/r_e\) is the sum of \(\sum_n y^n\), which is summable exactly when \(r>r_e/2\), that is, when \(|y|<1\).
5. The Ogilvie–Tipping variable satisfies \(|z|<2\), and
\[
1+2\sum_{n=0}^{\infty}\left(-\frac z2\right)^{n+1}=\frac{r_e}{r}
\]
at every bond length.

In Lean, `Summable` says that a series converges independently of the order of its terms, which for real numbers means absolute convergence. `HasSum f a` says that it converges in this sense to `a`, and `∑'` denotes the value of the sum. The positivity of the two lengths enters as the hypotheses `hre : 0 < re` and `hr : 0 < r`.

"Dunham series" here means the expansion of \(r_e/r\) or its square in powers of \(\xi\). Dunham's energy-level formula, fitted potential coefficients and the RKR inversion are different matters, and the statements do not address them.

## The derivation by hand

**Dunham variable.** From the definition, \(1+\xi=r/r_e\). Multiplying \(-1<\xi<1\) by \(r_e>0\) gives \(-r_e<r-r_e<r_e\), or \(0<r<2r_e\). Since \(r>0\) is given, \(|\xi|<1\) is the same as \(r<2r_e\). A geometric series with ratio \(-\xi\) converges exactly when \(|\xi|<1\), because otherwise its terms do not tend to zero. Its sum is

\[
\frac{1}{1+\xi}=\frac{r_e}{r}.
\]

**Truncation error.** Since \((1+\xi)\,r_e/r=1\), we have

\[
\frac{r_e}{r}-1=-\xi\,\frac{r_e}{r}.
\]

Let \(E_N\) be the error after \(N\) terms. Then \(E_0=r_e/r\). If \(E_N=(-\xi)^N r_e/r\), the next term gives

\[
E_{N+1}=E_N-(-\xi)^N=(-\xi)^N\left(\frac{r_e}{r}-1\right)=(-\xi)^{N+1}\frac{r_e}{r}.
\]

This proves the formula for every \(N\). When \(r\ge2r_e\), \(|\xi|\ge1\), hence \(|\xi|^N\ge1\) and \(|E_N|\ge r_e/r\).

**Centrifugal factor.** Put \(q=-\xi\) and suppose \(|q|<1\). The series \(S=\sum_n nq^n\) converges absolutely, by the ratio test if \(q\ne0\) and trivially if \(q=0\). Subtracting the shifted series gives \(S-qS=\sum_{n\ge1}q^n=q/(1-q)\), so \(S=q/(1-q)^2\). Adding the geometric series,

\[
\sum_{n=0}^{\infty}(n+1)q^n=\frac{q}{(1-q)^2}+\frac1{1-q}=\frac1{(1-q)^2}=\left(\frac{r_e}{r}\right)^2.
\]

Conversely, \(|q|^n\le(n+1)|q|^n\). If the centrifugal series is absolutely convergent, so is the geometric one, and then \(r<2r_e\).

**Simons–Parr–Finlan variable.** Dividing out gives \(y=1-r_e/r\), hence \(r_e/r=1-y\). Multiplying \(-1<y<1\) by \(r>0\) gives \(-r<r-r_e<r\). The right inequality is \(r_e>0\), which is given, and the left one is \(r>r_e/2\). In that range \(\sum_n y^n=1/(1-y)=r/r_e\).

**Ogilvie–Tipping variable.** Multiplying \(-2<z<2\) by \(r+r_e>0\) and halving gives \(-(r+r_e)<r-r_e<r+r_e\). These two inequalities say \(r>0\) and \(r_e>0\), so they always hold. Now let \(q=-z/2=(r_e-r)/(r+r_e)\), for which \(|q|<1\). Then

\[
1-q=\frac{2r}{r+r_e},\qquad 1+q=\frac{2r_e}{r+r_e},
\]

and therefore

\[
1+2\sum_{n=0}^{\infty}q^{n+1}=1+\frac{2q}{1-q}=\frac{1+q}{1-q}=\frac{r_e}{r}.
\]

## At equilibrium and at twice the equilibrium length

At \(r=r_e\) all three variables are zero. With \(0^0=1\) for the leading term, both Dunham series and the series in \(y\) reduce to 1, and the Ogilvie–Tipping expression is 1 plus a sum of zeros.

At \(r=2r_e\) we have \(\xi=1\). From \(N=1\) on, the Dunham partial sums alternate between 1 and 0, while the target is \(1/2\); the error has absolute value \(1/2\) for every \(N\), so the bound in item 2 is attained. At the same bond length \(z/2=1/3\), and the Ogilvie–Tipping expansion \(1-\tfrac23+\tfrac29-\dots\) converges to \(1/2\).

## A negative bond length breaks the criterion

The hypothesis \(r>0\) does real work in the Dunham criterion. Take \(r_e=1\) and \(r=-1\). Then \(r<2r_e\) is true, but \(\xi=-2\), and \(\sum_n(-\xi)^n=\sum_n2^n\) diverges. Positivity supplies the lower bound \(\xi>-1\), which the condition \(r<2r_e\) does not contain.

## The Lean file

```lean
import Mathlib

open Finset

namespace DiatomicExpansionVariables

noncomputable section

/-- The Dunham variable `ξ = (r - re) / re`, for equilibrium length `re ≠ 0`. -/
def dunhamVar (re r : ℝ) : ℝ := (r - re) / re

/-- The Simons-Parr-Finlan variable `y = (r - re) / r`, for bond length `r ≠ 0`. -/
def spfVar (re r : ℝ) : ℝ := (r - re) / r

/-- The Ogilvie-Tipping variable `z = 2 (r - re) / (r + re)`, for `r + re ≠ 0`. -/
def ogilvieVar (re r : ℝ) : ℝ := 2 * (r - re) / (r + re)

/-- For positive `re`, the bond length in units of `re` is `1 + ξ`. -/
theorem one_add_dunhamVar {re : ℝ} (r : ℝ) (hre : 0 < re) :
    1 + dunhamVar re r = r / re := by
  rw [dunhamVar, sub_div, div_self hre.ne']
  ring

/-- For positive `re` and `r`, the Dunham variable has modulus below one exactly when
`r < 2 re`. -/
theorem abs_dunhamVar_lt_one_iff {re r : ℝ} (hre : 0 < re) (hr : 0 < r) :
    |dunhamVar re r| < 1 ↔ r < 2 * re := by
  rw [dunhamVar, abs_lt, lt_div_iff₀ hre, div_lt_iff₀ hre]
  constructor
  · rintro ⟨_, h⟩
    linarith
  · intro h
    constructor <;> linarith

/-- For positive `re` and `r`, the Dunham series `∑ (-ξ)^n` converges exactly when
`r < 2 re`, and its sum is then `re / r`. -/
theorem dunham_series {re r : ℝ} (hre : 0 < re) (hr : 0 < r) :
    (Summable (fun n : ℕ => (-dunhamVar re r) ^ n) ↔ r < 2 * re) ∧
      (r < 2 * re → HasSum (fun n : ℕ => (-dunhamVar re r) ^ n) (re / r)) := by
  constructor
  · rw [summable_geometric_iff_norm_lt_one, norm_neg, Real.norm_eq_abs,
      abs_dunhamVar_lt_one_iff hre hr]
  · intro h
    have hq : ‖-dunhamVar re r‖ < 1 := by
      rw [norm_neg, Real.norm_eq_abs]
      exact (abs_dunhamVar_lt_one_iff hre hr).mpr h
    have hs := hasSum_geometric_of_norm_lt_one hq
    rwa [sub_neg_eq_add, one_add_dunhamVar r hre, inv_div] at hs

/-- For positive `re` and `r`, the error of the Dunham series cut after `N` terms is
exactly `(-ξ)^N re / r`. -/
theorem dunham_remainder {re r : ℝ} (hre : 0 < re) (hr : 0 < r) (N : ℕ) :
    re / r - ∑ n ∈ range N, (-dunhamVar re r) ^ n
      = (-dunhamVar re r) ^ N * (re / r) := by
  have h1 := one_add_dunhamVar r hre
  have h2 : r / re * (re / r) = 1 := by field_simp
  -- one step of the expansion: re/r = 1 - ξ re/r
  have key : re / r - 1 = -dunhamVar re r * (re / r) := by
    linear_combination (re / r) * h1 + h2
  induction N with
  | zero => simp
  | succ N ih =>
    rw [sum_range_succ, pow_succ]
    linear_combination ih + (-dunhamVar re r) ^ N * key

/-- For positive `re` and a bond length `r ≥ 2 re`, the absolute error of the truncated Dunham
series is at least `re / r`, whatever the number of terms. -/
theorem dunham_error_ge {re r : ℝ} (hre : 0 < re) (h : 2 * re ≤ r) (N : ℕ) :
    re / r ≤ |re / r - ∑ n ∈ range N, (-dunhamVar re r) ^ n| := by
  have hr : 0 < r := by linarith
  have h1 : 1 ≤ |dunhamVar re r| := by
    by_contra hc
    have := (abs_dunhamVar_lt_one_iff hre hr).mp (not_le.mp hc)
    linarith
  have hpos : 0 < re / r := div_pos hre hr
  rw [dunham_remainder hre hr, abs_mul, abs_pow, abs_neg, abs_of_pos hpos]
  exact le_mul_of_one_le_left hpos.le (one_le_pow₀ h1)

/-- For positive `re` and `r`, the Dunham series `∑ (n + 1) (-ξ)^n` of the centrifugal
factor converges exactly when `r < 2 re`, and its sum is then `(re / r)^2`. -/
theorem centrifugal_series {re r : ℝ} (hre : 0 < re) (hr : 0 < r) :
    (Summable (fun n : ℕ => ((n : ℝ) + 1) * (-dunhamVar re r) ^ n) ↔ r < 2 * re) ∧
      (r < 2 * re →
        HasSum (fun n : ℕ => ((n : ℝ) + 1) * (-dunhamVar re r) ^ n) ((re / r) ^ 2)) := by
  have hsum : r < 2 * re →
      HasSum (fun n : ℕ => ((n : ℝ) + 1) * (-dunhamVar re r) ^ n) ((re / r) ^ 2) := by
    intro h
    have hq : ‖-dunhamVar re r‖ < 1 := by
      rw [norm_neg, Real.norm_eq_abs]
      exact (abs_dunhamVar_lt_one_iff hre hr).mpr h
    have hs : HasSum
        (fun n : ℕ => (n : ℝ) * (-dunhamVar re r) ^ n + (-dunhamVar re r) ^ n)
        (-dunhamVar re r / (1 - -dunhamVar re r) ^ 2 + (1 - -dunhamVar re r)⁻¹) :=
      (hasSum_coe_mul_geometric_of_norm_lt_one hq).add (hasSum_geometric_of_norm_lt_one hq)
    convert hs using 1
    · ext n
      ring
    · have e : -dunhamVar re r = 1 - r / re := by
        linear_combination -(one_add_dunhamVar r hre)
      rw [sub_neg_eq_add, one_add_dunhamVar r hre, e]
      field_simp
      ring
  refine ⟨⟨fun hs => ?_, fun h => (hsum h).summable⟩, hsum⟩
  -- the terms dominate those of the plain Dunham series
  refine (dunham_series hre hr).1.mp (Summable.of_norm_bounded
    (g := fun n : ℕ => ‖((n : ℝ) + 1) * (-dunhamVar re r) ^ n‖)
    (summable_norm_iff.mpr hs) fun n => ?_)
  have hn : (0 : ℝ) ≤ n := Nat.cast_nonneg n
  rw [norm_mul, Real.norm_eq_abs ((n : ℝ) + 1), abs_of_nonneg (by linarith)]
  exact le_mul_of_one_le_left (norm_nonneg _) (by linarith)

/-- In the Simons-Parr-Finlan variable, `re / r = 1 - y` for every `r ≠ 0`. -/
theorem spf_exact (re : ℝ) {r : ℝ} (hr : r ≠ 0) : re / r = 1 - spfVar re r := by
  rw [spfVar, sub_div, div_self hr]
  ring

/-- For positive `re` and `r`, `|y| < 1` holds exactly when `r > re / 2`; this is also
exactly when `∑ y^n` converges, and its sum is then `r / re`. -/
theorem spf_series {re r : ℝ} (hre : 0 < re) (hr : 0 < r) :
    (|spfVar re r| < 1 ↔ re / 2 < r) ∧
      (Summable (fun n : ℕ => spfVar re r ^ n) ↔ re / 2 < r) ∧
      (re / 2 < r → HasSum (fun n : ℕ => spfVar re r ^ n) (r / re)) := by
  have habs : |spfVar re r| < 1 ↔ re / 2 < r := by
    rw [spfVar, abs_lt, lt_div_iff₀ hr, div_lt_iff₀ hr]
    constructor
    · rintro ⟨h, _⟩
      linarith
    · intro h
      constructor <;> linarith
  refine ⟨habs, ?_, fun h => ?_⟩
  · rw [summable_geometric_iff_norm_lt_one, Real.norm_eq_abs, habs]
  · have hq : ‖spfVar re r‖ < 1 := by
      rw [Real.norm_eq_abs]
      exact habs.mpr h
    have hs := hasSum_geometric_of_norm_lt_one hq
    rwa [← spf_exact re hr.ne', inv_div] at hs

/-- For positive `re` and `r`, the Ogilvie-Tipping variable satisfies `|z| < 2`. -/
theorem abs_ogilvieVar_lt_two {re r : ℝ} (hre : 0 < re) (hr : 0 < r) :
    |ogilvieVar re r| < 2 := by
  have h : 0 < r + re := by linarith
  rw [ogilvieVar, abs_lt, lt_div_iff₀ h, div_lt_iff₀ h]
  constructor <;> linarith

/-- For all positive `re` and `r`, the Ogilvie-Tipping series
`1 + 2 ∑_{n ≥ 1} (-z/2)^n` converges to `re / r`. -/
theorem ogilvie_series {re r : ℝ} (hre : 0 < re) (hr : 0 < r) :
    Summable (fun n : ℕ => (-ogilvieVar re r / 2) ^ (n + 1)) ∧
      1 + 2 * ∑' n : ℕ, (-ogilvieVar re r / 2) ^ (n + 1) = re / r := by
  have hq : |-ogilvieVar re r / 2| < 1 := by
    obtain ⟨h1, h2⟩ := abs_lt.mp (abs_ogilvieVar_lt_two hre hr)
    rw [abs_lt]
    constructor <;> linarith
  have hz : ogilvieVar re r * (r + re) = 2 * (r - re) :=
    div_mul_cancel₀ _ (by linarith : 0 < r + re).ne'
  -- re/r is a fractional linear function of z
  have key : (1 - -ogilvieVar re r / 2) * (re / r) = 1 + -ogilvieVar re r / 2 := by
    rw [← mul_div_assoc, div_eq_iff hr.ne']
    linear_combination hz / 2
  generalize -ogilvieVar re r / 2 = q at hq key ⊢
  have hs : HasSum (fun n : ℕ => q ^ (n + 1)) (q * (1 - q)⁻¹) := by
    simpa only [pow_succ'] using
      (hasSum_geometric_of_norm_lt_one (by rwa [Real.norm_eq_abs])).mul_left q
  have hne : 1 - q ≠ 0 := by
    have := (abs_lt.mp hq).2
    exact (by linarith : 0 < 1 - q).ne'
  refine ⟨hs.summable, ?_⟩
  rw [hs.tsum_eq]
  have hi : (1 - q) * (1 - q)⁻¹ = 1 := mul_inv_cancel₀ hne
  apply mul_left_cancel₀ hne
  linear_combination 2 * q * hi - key

end

end DiatomicExpansionVariables
```

```lean
#print axioms DiatomicExpansionVariables.dunham_error_ge
#print axioms DiatomicExpansionVariables.centrifugal_series
#print axioms DiatomicExpansionVariables.spf_series
#print axioms DiatomicExpansionVariables.ogilvie_series
```

```
'DiatomicExpansionVariables.dunham_error_ge' depends on axioms: [propext, Classical.choice, Quot.sound]
'DiatomicExpansionVariables.centrifugal_series' depends on axioms: [propext, Classical.choice, Quot.sound]
'DiatomicExpansionVariables.spf_series' depends on axioms: [propext, Classical.choice, Quot.sound]
'DiatomicExpansionVariables.ogilvie_series' depends on axioms: [propext, Classical.choice, Quot.sound]
```

## How the Lean proofs follow the inequalities

**From moduli to bond lengths.** In `abs_dunhamVar_lt_one_iff`, `abs_lt` splits the modulus into two inequalities, and `lt_div_iff₀` and `div_lt_iff₀` clear the positive denominator. What remains is linear in the two lengths, and `linarith` settles it. The same pattern proves the condition on \(y\) inside `spf_series` and the bound `abs_ogilvieVar_lt_two`.

**The geometric series.** The first half of `dunham_series` rewrites summability with `summable_geometric_iff_norm_lt_one` and applies the modulus lemma. The second half takes the sum from `hasSum_geometric_of_norm_lt_one`, and `one_add_dunhamVar` turns \(1/(1+\xi)\) into \(r_e/r\). The proof of `spf_series` runs in parallel, with `spf_exact` identifying \(1-y\).

**The error.** In `dunham_remainder`, `key` is the identity \(r_e/r-1=-\xi\,r_e/r\). The induction step adds \((-\xi)^N\) times `key` to the induction hypothesis `ih`, just as in the computation of \(E_{N+1}\). For `dunham_error_ge`, the bound \(|\xi|\ge1\) is obtained by contradiction from the modulus lemma, and `one_le_pow₀` carries it over to the \(N\)th power.

**The centrifugal series.** Inside `centrifugal_series`, `hs` adds Mathlib's sum of \(nq^n\) to the geometric sum. The substitution `e`, which is \(-\xi=1-r/r_e\), lets `field_simp` and `ring` reduce the resulting value to \((r_e/r)^2\). The converse uses `Summable.of_norm_bounded` for the comparison \(|q|^n\le(n+1)|q|^n\), then reads off \(r<2r_e\) from `dunham_series`.

**The Ogilvie–Tipping series.** In `ogilvie_series`, `hq` halves the bound on \(|z|\), and `key` states \((1-q)\,r_e/r=1+q\) with \(q=-z/2\). The `generalize` step then replaces that expression by the single letter `q`, so the rest concerns only a number of modulus below one. Multiplying the geometric series by \(q\) gives the sum \(q/(1-q)\) in `hs`. The final equation is multiplied by the nonzero factor \(1-q\), after which `linear_combination` closes it from `key` and \((1-q)(1-q)^{-1}=1\).
